# Orthogonal pairing of real orbitals reduces a one-electron matrix element between two determinants to a single sum

Q: I have two Hartree–Fock solutions for a stretched molecule. Each has its own orthonormal occupied orbitals, but the two sets are not orthogonal to each other. To mix the solutions I need the one-electron matrix element between them, which is a sum over all permutations. I am told that it collapses to one sum over orbital pairs, and that zero overlaps decide how much of it survives. How does that follow?

A: Call the occupied real spin orbitals $a_i$ and $b_j$, equally many in each determinant, and set $S_{ij}=\langle a_i|b_j\rangle$ and $h_{ij}=\langle a_i|\hat h|b_j\rangle$. The matrix element is

$$M(S,h)=\sum_p \mathrm{sign}(p)\sum_i h_{i,p(i)}\prod_{j\neq i}S_{j,p(j)} .$$

Now perturb the overlap determinant:

$$\det(S+th)=\sum_p \mathrm{sign}(p)\prod_i\bigl(S_{i,p(i)}+t\,h_{i,p(i)}\bigr).$$

Differentiating at $t=0$ replaces one overlap at a time by an integral, so the derivative is $M(S,h)$.

Q: And the pairing?

A: Suppose $S=U\,\mathrm{diag}(s)\,V^T$ with $U,V$ orthogonal. The rotated orbitals $a'_k=\sum_i U_{ik}a_i$ and $b'_k=\sum_j V_{jk}b_j$ overlap only in pairs, with $\langle a'_k|b'_l\rangle=s_k\delta_{kl}$. Their integrals form $g=U^ThV$, so $h=UgV^T$ and

$$\det(S+th)=\det\bigl(U(\mathrm{diag}(s)+tg)V^T\bigr)=\det U\,\det V\,\det(\mathrm{diag}(s)+tg).$$

Differentiating both sides at $t=0$ gives $M(S,h)=\det U\,\det V\,M(\mathrm{diag}(s),g)$.

In $M(\mathrm{diag}(s),g)$, a term survives only if $p(j)=j$ for every $j\neq i$. Then $p(i)=i$ as well, because no other value is left. Only the identity contributes, and

$$M(S,h)=\det U\,\det V\sum_k g_{kk}\prod_{j\neq k}s_j .$$

The prefactor is $\pm1$, and it is $1$ when both rotations are special orthogonal. If $s_k=0$, every term except term $k$ contains the factor $s_k$, so only term $k$ can remain. If a second overlap vanishes, that term goes too.

Q: Then show me that the formal version is about the same object. What are the orbitals there?

A: They enter only through their matrices. The finite type `n` labels the occupied spin orbitals of both determinants.

In Lean 4 with Mathlib:

```lean
import Mathlib

open Matrix

namespace CorrespondingOrbitals

noncomputable section

variable {n : Type*} [Fintype n] [DecidableEq n]
```

The definition is the permutation sum itself, so the pairing formula is not built into it.

```lean
/-- One-electron matrix element between two determinants of nonorthogonal orbitals, as a signed
sum over permutations; `S` holds the orbital overlaps and `h` the one-electron integrals. -/
def oneBody (S h : Matrix n n ℝ) : ℝ :=
  ∑ p : Equiv.Perm n, ((Equiv.Perm.sign p : ℤ) : ℝ) *
    ∑ i, h i (p i) * ∏ j ∈ Finset.univ.erase i, S j (p j)
```

Here `Equiv.Perm n` is the set of permutations, and `Finset.univ.erase i` is the set of all indices except $i$. Rows belong to the first determinant and columns to the second.

Q: Where is the normalisation?

A: With the usual $1/\sqrt{N!}$ in each $N$-electron determinant and orthonormal orbitals within each set, as in your case, `oneBody S h` is the normalised matrix element. The definition accepts any real matrices, however. If the orbitals within a set were not orthonormal, you would still have to divide by the norms of the two determinants.

Q: Does the derivative argument survive formalisation?

A: It is the first theorem. `HasDerivAt f d 0` says that $f$ is differentiable at $0$ with derivative $d$.

```lean
/-- The one-electron matrix element is the first-order response of the determinant overlap
when the orbital overlaps are changed from `S` to `S + t h`. -/
theorem hasDerivAt_overlap (S h : Matrix n n ℝ) :
    HasDerivAt (fun t : ℝ => (S + t • h).det) (oneBody S h) 0 := by
  have hdet : (fun t : ℝ => (S + t • h).det) = fun t : ℝ =>
      ∑ p : Equiv.Perm n, ((Equiv.Perm.sign p : ℤ) : ℝ) *
        ∏ i, (S i (p i) + t * h i (p i)) := by
    funext t
    rw [← Matrix.det_transpose, Matrix.det_apply']
    simp only [Matrix.transpose_apply, Matrix.add_apply, Matrix.smul_apply, smul_eq_mul]
  rw [hdet]
  unfold oneBody
  refine HasDerivAt.fun_sum fun p _ => HasDerivAt.const_mul _ ?_
  have hl : ∀ i, HasDerivAt (fun t : ℝ => S i (p i) + t * h i (p i)) (h i (p i)) 0 :=
    fun i => (((hasDerivAt_id' (0 : ℝ)).mul_const (h i (p i))).const_add
      (S i (p i))).congr_deriv (one_mul _)
  -- the product rule replaces one overlap at a time by an integral
  have hp : HasDerivAt (fun t : ℝ => ∏ i, (S i (p i) + t * h i (p i)))
      (∑ i, (∏ j ∈ Finset.univ.erase i, (S j (p j) + 0 * h j (p j))) • h i (p i)) 0 :=
    HasDerivAt.fun_finsetProd (fun i _ => hl i)
  refine hp.congr_deriv (Finset.sum_congr rfl fun i _ => ?_)
  simp only [zero_mul, add_zero, smul_eq_mul]
  exact mul_comm _ _
```

The proof expands the determinant over permutations, with a transpose to match the row and column order of the definition. It differentiates each linear factor in `hl` and applies the product rule in `hp`. Setting $t=0$ leaves the summand of `oneBody`.

Q: And the claim that only the identity contributes?

A: That is the next theorem, for a diagonal overlap matrix and an arbitrary integral matrix `g`.

```lean
/-- For orbitals that overlap only in pairs, the matrix element is a single sum over pairs:
the integral of one pair times the overlaps of all the others. -/
theorem oneBody_diagonal (s : n → ℝ) (g : Matrix n n ℝ) :
    oneBody (diagonal s) g = ∑ k, g k k * ∏ j ∈ Finset.univ.erase k, s j := by
  unfold oneBody
  rw [Finset.sum_eq_single (1 : Equiv.Perm n)]
  · simp
  · intro p _ hp
    rw [Finset.sum_eq_zero, mul_zero]
    intro i _
    -- a permutation other than the identity moves some index besides `i`
    have hmove : ∃ j, j ≠ i ∧ p j ≠ j := by
      by_contra hc
      have hfix : ∀ j, j ≠ i → p j = j := fun j hj => by
        by_contra h0
        exact hc ⟨j, hj, h0⟩
      apply hp
      apply Equiv.ext
      intro j
      change p j = j
      by_cases hj : j = i
      · subst hj
        by_contra h0
        exact h0 (p.injective (hfix (p j) h0))
      · exact hfix j hj
    obtain ⟨j, hj, hpj⟩ := hmove
    have h0 : diagonal s j (p j) = 0 := Matrix.diagonal_apply_ne s (Ne.symm hpj)
    have hz : ∏ x ∈ Finset.univ.erase i, diagonal s x (p x) = 0 :=
      Finset.prod_eq_zero (Finset.mem_erase.2 ⟨hj, Finset.mem_univ j⟩) h0
    rw [hz, mul_zero]
  · intro h0
    exact absurd (Finset.mem_univ _) h0
```

`Finset.sum_eq_single` isolates the identity. For any other permutation, `hmove` finds an index $j\neq i$ that is moved. If there were none, $p$ would fix everything except $i$, and injectivity would force it to fix $i$ too. The moved index supplies an off-diagonal overlap, which is zero, and the product vanishes.

Q: Now the rotation. Is the existence of $U$ and $V$ proved?

A: No, it is assumed through `hU`, `hV` and `hS`. Physically, these hypotheses say that the two orbital sets have already been brought into paired form by rotations within each occupied space. A singular value decomposition of $S$ supplies such rotations. The numbers `s` may be negative, which leaves room to absorb signs when you want both determinants equal to $1$.

```lean
variable {S U V : Matrix n n ℝ} {s : n → ℝ}

/-- Corresponding-orbital formula: orthogonal rotations that pair the orbitals reduce the
permutation sum to a single sum over pairs, up to the determinants of the rotations. -/
theorem oneBody_pairing (hU : Uᵀ * U = 1) (hV : Vᵀ * V = 1)
    (hS : S = U * diagonal s * Vᵀ) (h : Matrix n n ℝ) :
    oneBody S h = U.det * V.det *
      ∑ k, (Uᵀ * h * V) k k * ∏ j ∈ Finset.univ.erase k, s j := by
  have hU' : U * Uᵀ = 1 := mul_eq_one_comm.mp hU
  have hV' : V * Vᵀ = 1 := mul_eq_one_comm.mp hV
  have hh : U * (Uᵀ * h * V) * Vᵀ = h := by
    calc U * (Uᵀ * h * V) * Vᵀ = (U * Uᵀ) * h * (V * Vᵀ) := by
          simp only [Matrix.mul_assoc]
      _ = h := by rw [hU', hV', Matrix.one_mul, Matrix.mul_one]
  -- rotate the orbitals inside the perturbed overlap determinant
  have hd : ∀ t : ℝ, (S + t • h).det =
      U.det * V.det * (diagonal s + t • (Uᵀ * h * V)).det := by
    intro t
    have hfac : U * (diagonal s + t • (Uᵀ * h * V)) * Vᵀ = S + t • h := by
      rw [Matrix.mul_add, Matrix.add_mul, Matrix.mul_smul, Matrix.smul_mul, hh, hS]
    rw [← hfac, Matrix.det_mul, Matrix.det_mul, Matrix.det_transpose]
    ring
  have h1 := hasDerivAt_overlap S h
  have h2 := (hasDerivAt_overlap (diagonal s) (Uᵀ * h * V)).const_mul (U.det * V.det)
  rw [funext hd] at h1
  rw [← oneBody_diagonal]
  exact h1.unique h2
```

The facts `hh` and `hd` are the two steps done by hand: $h=UgV^T$, then the factorised determinant. `h1` and `h2` give two derivatives of the same function of $t$, and `h1.unique h2` equates them.

Q: My code fixes both rotations to have determinant one. Do I get the formula without the sign?

A: Yes, by substituting `dU` and `dV`.

```lean
/-- For special orthogonal rotations the matrix element is exactly the sum over
corresponding pairs. -/
theorem oneBody_pairing_special (hU : Uᵀ * U = 1) (hV : Vᵀ * V = 1)
    (dU : U.det = 1) (dV : V.det = 1) (hS : S = U * diagonal s * Vᵀ) (h : Matrix n n ℝ) :
    oneBody S h = ∑ k, (Uᵀ * h * V) k k * ∏ j ∈ Finset.univ.erase k, s j := by
  rw [oneBody_pairing hU hV hS h, dU, dV, one_mul, one_mul]
```

Q: What about a vanishing overlap? The overlap of the two determinants is then zero, and a formula that divides by it would be useless.

A: Nothing is divided here. The surviving term is the integral of the zero-overlap pair times the overlaps of the other pairs.

```lean
/-- If the pair `k` has zero overlap, only the term with the integral of that pair is left. -/
theorem oneBody_of_zero (hU : Uᵀ * U = 1) (hV : Vᵀ * V = 1)
    (hS : S = U * diagonal s * Vᵀ) (h : Matrix n n ℝ) {k : n} (hk : s k = 0) :
    oneBody S h = U.det * V.det *
      ((Uᵀ * h * V) k k * ∏ j ∈ Finset.univ.erase k, s j) := by
  rw [oneBody_pairing hU hV hS h, Finset.sum_eq_single k]
  · intro l _ hl
    rw [Finset.prod_eq_zero (Finset.mem_erase.2 ⟨Ne.symm hl, Finset.mem_univ k⟩) hk, mul_zero]
  · intro h0
    exact absurd (Finset.mem_univ _) h0
```

The proof starts from the pairing formula and shows that each term $l\neq k$ has $s_k$ in its product. The theorem does not say that the remaining term is nonzero: its integral may vanish, or another overlap may.

Q: Then when are the determinants uncoupled altogether?

A: When at least two paired overlaps are zero, and only then, provided that "uncoupled" means $M(S,h)=0$ for every real matrix $h$.

```lean
/-- With at least one orbital pair, `oneBody S h` is zero for every real matrix `h` exactly when at
least two of the pair overlaps `s` are zero. -/
theorem oneBody_vanishes_iff [Nonempty n] (hU : Uᵀ * U = 1) (hV : Vᵀ * V = 1)
    (hS : S = U * diagonal s * Vᵀ) :
    (∀ h, oneBody S h = 0) ↔ ∃ k l, k ≠ l ∧ s k = 0 ∧ s l = 0 := by
  constructor
  · intro H
    by_contra hc
    obtain ⟨k, hk⟩ : ∃ k, ∀ j, j ≠ k → s j ≠ 0 := by
      by_cases hz : ∃ k, s k = 0
      · obtain ⟨k, hk⟩ := hz
        exact ⟨k, fun j hj h0 => hc ⟨k, j, hj.symm, hk, h0⟩⟩
      · exact ⟨Classical.arbitrary n, fun j _ h0 => hz ⟨j, h0⟩⟩
    have hdet : ∀ W : Matrix n n ℝ, Wᵀ * W = 1 → W.det ≠ 0 := by
      intro W hW h0
      have hw := congrArg Matrix.det hW
      rw [Matrix.det_mul, h0, mul_zero, Matrix.det_one] at hw
      exact zero_ne_one hw
    -- test with integrals that, after the rotations, are zero except for the pair `k`
    let D : Matrix n n ℝ := diagonal (Pi.single k 1)
    have hg : Uᵀ * (U * D * Vᵀ) * V = D := by
      calc Uᵀ * (U * D * Vᵀ) * V = (Uᵀ * U) * D * (Vᵀ * V) := by
            simp only [Matrix.mul_assoc]
        _ = D := by rw [hU, hV, Matrix.one_mul, Matrix.mul_one]
    have e := H (U * D * Vᵀ)
    have hsum : ∑ i, D i i * ∏ j ∈ Finset.univ.erase i, s j =
        ∏ j ∈ Finset.univ.erase k, s j := by
      rw [Finset.sum_eq_single k]
      · simp [D]
      · intro l _ hl
        simp [D, hl]
      · intro h0
        exact absurd (Finset.mem_univ _) h0
    rw [oneBody_pairing hU hV hS, hg, hsum] at e
    exact mul_ne_zero (mul_ne_zero (hdet U hU) (hdet V hV))
      (Finset.prod_ne_zero_iff.2 fun j hj => hk j (Finset.ne_of_mem_erase hj)) e
  · rintro ⟨k, l, hkl, hk, hl⟩ h
    rw [oneBody_of_zero hU hV hS h hk,
      Finset.prod_eq_zero (Finset.mem_erase.2 ⟨hkl.symm, Finset.mem_univ l⟩) hl,
      mul_zero, mul_zero]
```

From right to left, the first zero leaves one term and the second removes it. From left to right, suppose that there are not two zeros. Then some $k$ has $s_j\neq0$ for all $j\neq k$. The proof takes $h=UDV^T$, where $D$ has a single entry $1$ at position $(k,k)$. The matrix element becomes $\det U\,\det V\prod_{j\neq k}s_j$, which is not zero; `hdet` shows that the determinants of the rotations are nonzero. `Nonempty n` is needed because with no electrons the matrix element is always zero, although there are no pairs at all.

Q: "Every real matrix" is more than every Hermitian operator.

A: It can be. If the two orbital sets coincide, for example, a real Hermitian operator gives only symmetric matrices. Two zeros exclude coupling by any real one-electron operator, since its integrals form one of these matrices. In the other direction the theorem supplies a matrix of integrals, and it does not show that this matrix comes from a Hermitian operator acting on your particular orbitals.

Q: Give me a case that I can check.

A: Take two electrons, with indices $0$ and $1$ as in the code. The first set is rotated by a plane rotation:

```lean
/-- A rotation of the two orbitals of the first determinant. -/
def rotU : Matrix (Fin 2) (Fin 2) ℝ := !![3/5, -4/5; 4/5, 3/5]
```

The second is rotated by a quarter turn:

```lean
/-- A quarter turn of the two orbitals of the second determinant. -/
def rotV : Matrix (Fin 2) (Fin 2) ℝ := !![0, -1; 1, 0]
```

The last theorem confirms that both are special orthogonal and that they pair an explicit overlap matrix, with $s_0=1$ and $s_1=0$.

```lean
/-- The two rotations are special orthogonal and pair the orbitals of an explicit overlap
matrix, with pair overlaps one and zero. -/
theorem pairing_witness :
    rotUᵀ * rotU = 1 ∧ rotVᵀ * rotV = 1 ∧ rotU.det = 1 ∧ rotV.det = 1 ∧
      !![0, 3/5; 0, 4/5] = rotU * diagonal ![1, 0] * rotVᵀ := by
  refine ⟨?_, ?_, ?_, ?_, ?_⟩
  · ext i j
    fin_cases i <;> fin_cases j <;> norm_num [rotU, Matrix.mul_apply, Fin.sum_univ_two]
  · ext i j
    fin_cases i <;> fin_cases j <;> norm_num [rotV, Matrix.mul_apply, Fin.sum_univ_two]
  · norm_num [rotU, Matrix.det_fin_two]
  · norm_num [rotV, Matrix.det_fin_two]
  · ext i j
    fin_cases i <;> fin_cases j <;>
      norm_num [rotU, rotV, Matrix.mul_apply, Fin.sum_univ_two, Matrix.vecMul_diagonal]

end

end CorrespondingOrbitals
```

The proof checks the entries and determinants by arithmetic. In this example $b_0$ is orthogonal to both $a$ orbitals, so the determinants have zero overlap. The permutation sum gives $M=\tfrac45h_{00}-\tfrac35h_{10}$. The single surviving term gives the same, since $(U^ThV)_{11}\,s_0=\tfrac45h_{00}-\tfrac35h_{10}$.

Q: So what may I use this for in nonorthogonal configuration interaction?

A: For the one-electron part of the coupling between two determinants of real orbitals with equal electron number, including pairs of determinants whose overlap is zero. The electron repulsion needs its own formula, and it can couple determinants even when two paired overlaps vanish. Complex orbitals would need conjugates in the overlaps and unitary rotations.

```lean
#print axioms CorrespondingOrbitals.oneBody_pairing
#print axioms CorrespondingOrbitals.oneBody_pairing_special
#print axioms CorrespondingOrbitals.oneBody_vanishes_iff
```

```
'CorrespondingOrbitals.oneBody_pairing' depends on axioms: [propext, Classical.choice, Quot.sound]
'CorrespondingOrbitals.oneBody_pairing_special' depends on axioms: [propext, Classical.choice, Quot.sound]
'CorrespondingOrbitals.oneBody_vanishes_iff' depends on axioms: [propext, Classical.choice, Quot.sound]
```
